# Energy-gap hysteresis limits the distance between two Boltzmann laws on a finite set

Two simulations, one at each end of a free-energy calculation, give averages of the same energy gap that differ by $2k_BT_{\rm abs}$, where $T_{\rm abs}$ is the absolute temperature. Without a relation between this difference and the overlap of the ensembles, the number does not say whether the two runs should share many configurations or almost none.

For a finite set of configurations, the result below supplies such a relation. Let $p_0$ and $p_1$ be the Boltzmann laws of two real-valued energy functions $U_0$ and $U_1$ at the same temperature, with $\beta=1/(k_BT_{\rm abs})$. Let $T$ be the total variation distance between these laws, let $\Delta U=U_1-U_0$, and write $\langle\cdot\rangle_0$ and $\langle\cdot\rangle_1$ for averages over $p_0$ and $p_1$. Then $T<1$ and

$$\beta\left(\langle\Delta U\rangle_0-\langle\Delta U\rangle_1\right)\ \ge\ 2T\ln\frac{1+T}{1-T}.$$

A difference of $2k_BT_{\rm abs}$ therefore forces $T<0.65$. In simulation practice this bears on the spacing of intermediate states, for finitely many configurations and exact ensemble averages. The error of estimates from finite trajectories is not treated here: two runs trapped in the same basin can show a small difference for the wrong reason.

## Ensembles, averages and distance

In Lean 4 with Mathlib:

```lean
import Mathlib

open Finset

namespace HysteresisOverlap

noncomputable section

variable {ι : Type*} [Fintype ι]
```

The type `ι` is the finite set of configurations. A function `ι → ℝ` assigns a real number to each configuration, such as an energy or a probability.

```lean
/-- The partition function `Z = ∑ exp(-β U)` of a finite system. -/
def partition (β : ℝ) (U : ι → ℝ) : ℝ := ∑ x, Real.exp (-β * U x)
```

This is $Z=\sum_x e^{-\beta U(x)}$. The parameter $\beta$ stands for $1/(k_BT_{\rm abs})$, but it may be any real number; its sign is never used.

```lean
/-- The Boltzmann probability `exp(-β U(x)) / Z` of a configuration of a finite system. -/
def boltzmann (β : ℝ) (U : ι → ℝ) (x : ι) : ℝ := Real.exp (-β * U x) / partition β U
```

This is $p(x)=e^{-\beta U(x)}/Z$. Below, $p_0$ and $p_1$ belong to the energies $U_0$ and $U_1$ at the same $\beta$.

```lean
/-- The weighted sum `∑ p(x) A(x)`; it is the average of the observable `A` when `p` is a
probability law. -/
def mean (p A : ι → ℝ) : ℝ := ∑ x, p x * A x
```

This is $\sum_x p(x)A(x)$. With a Boltzmann law as $p$, it is the ensemble average of $A$.

```lean
/-- Half the sum of `|p - q|`; it is the total variation distance when `p` and `q` are probability
laws. -/
def tv (p q : ι → ℝ) : ℝ := (1 / 2) * ∑ x, |p x - q x|
```

This is $T=\tfrac12\sum_x|p(x)-q(x)|$, not a temperature. For normalised laws, the shared probability $\sum_x\min(p(x),q(x))$ equals $1-T$.

```lean
/-- The hysteresis `⟨ΔU⟩₀ - ⟨ΔU⟩₁`: the energy gap `ΔU = U1 - U0` averaged in the ensemble
of `U0`, minus its average in the ensemble of `U1`. -/
def hysteresis (β : ℝ) (U0 U1 : ι → ℝ) : ℝ :=
  mean (boltzmann β U0) (fun x => U1 x - U0 x) - mean (boltzmann β U1) (fun x => U1 x - U0 x)
```

Here "hysteresis" means $\langle\Delta U\rangle_0-\langle\Delta U\rangle_1$. The word is also used for the mismatch between forward and backward free-energy estimates, which need not equal this difference.

```lean
lemma partition_pos [Nonempty ι] (β : ℝ) (U : ι → ℝ) : 0 < partition β U :=
  Finset.sum_pos (fun _ _ => Real.exp_pos _) Finset.univ_nonempty
```

In a `lemma` or `theorem`, the claim follows the colon and the proof follows `:=`. The condition `[Nonempty ι]` says that there is at least one configuration. A nonempty sum of exponentials is positive, so $Z>0$.

```lean
lemma boltzmann_pos [Nonempty ι] (β : ℝ) (U : ι → ℝ) (x : ι) : 0 < boltzmann β U x :=
  div_pos (Real.exp_pos _) (partition_pos β U)
```

Each Boltzmann probability is a quotient of positive numbers and hence positive.

```lean
lemma boltzmann_sum [Nonempty ι] (β : ℝ) (U : ι → ℝ) : ∑ x, boltzmann β U x = 1 := by
  unfold boltzmann
  rw [← Finset.sum_div]
  exact div_self (partition_pos β U).ne'
```

Taking $1/Z$ out of the sum gives $\sum_x p(x)=Z/Z=1$.

## From the energy gap to relative entropy

```lean
/-- On a finite nonempty set, `β` times the hysteresis is the symmetrised relative entropy
`∑ (p0 - p1) ln(p0/p1)` of the two Boltzmann laws. -/
theorem hysteresis_eq_divergence [Nonempty ι] (β : ℝ) (U0 U1 : ι → ℝ) :
    β * hysteresis β U0 U1 = ∑ x, (boltzmann β U0 x - boltzmann β U1 x) *
      Real.log (boltzmann β U0 x / boltzmann β U1 x) := by
  have hlog : ∀ (U : ι → ℝ) (x : ι),
      Real.log (boltzmann β U x) = -β * U x - Real.log (partition β U) := by
    intro U x
    unfold boltzmann
    rw [Real.log_div (Real.exp_pos _).ne' (partition_pos β U).ne', Real.log_exp]
  -- the log-ratio is `β ΔU` plus a constant
  have hx : ∀ x, (boltzmann β U0 x - boltzmann β U1 x) *
      Real.log (boltzmann β U0 x / boltzmann β U1 x) =
      β * (boltzmann β U0 x * (U1 x - U0 x)) - β * (boltzmann β U1 x * (U1 x - U0 x)) +
      ((Real.log (partition β U1) - Real.log (partition β U0)) * boltzmann β U0 x -
       (Real.log (partition β U1) - Real.log (partition β U0)) * boltzmann β U1 x) := by
    intro x
    rw [Real.log_div (boltzmann_pos β U0 x).ne' (boltzmann_pos β U1 x).ne', hlog, hlog]
    ring
  -- the constant drops out because both laws are normalised
  rw [Finset.sum_congr rfl (fun x _ => hx x), Finset.sum_add_distrib, Finset.sum_sub_distrib,
    Finset.sum_sub_distrib, ← Finset.mul_sum, ← Finset.mul_sum, ← Finset.mul_sum,
    ← Finset.mul_sum, boltzmann_sum, boltzmann_sum]
  unfold hysteresis mean
  ring
```

The logarithm of a Boltzmann law is $\ln p_i(x)=-\beta U_i(x)-\ln Z_i$, which is `hlog`. Subtraction gives

$$\ln\frac{p_0(x)}{p_1(x)}=\beta\,\Delta U(x)+\ln Z_1-\ln Z_0.$$

Multiply by $p_0(x)-p_1(x)$, as in `hx`, and sum:

$$\sum_x(p_0-p_1)\ln\frac{p_0}{p_1}=\beta\left(\langle\Delta U\rangle_0-\langle\Delta U\rangle_1\right)+(\ln Z_1-\ln Z_0)(1-1).$$

The partition functions drop out by normalisation. The left side is the sum of the relative entropies in both directions. The tactic `rw` substitutes known equalities, and `ring` does the remaining algebra.

```lean
/-- Two strictly positive normalised laws on a finite nonempty set have total variation
distance below one. -/
theorem tv_lt_one [Nonempty ι] {p q : ι → ℝ} (hp : ∀ x, 0 < p x) (hq : ∀ x, 0 < q x)
    (hp1 : ∑ x, p x = 1) (hq1 : ∑ x, q x = 1) : tv p q < 1 := by
  have h : ∑ x, |p x - q x| < ∑ x, (p x + q x) :=
    Finset.sum_lt_sum_of_nonempty Finset.univ_nonempty (fun x _ =>
      abs_lt.2 ⟨by linarith [hp x, hq x], by linarith [hp x, hq x]⟩)
  rw [Finset.sum_add_distrib, hp1, hq1] at h
  unfold tv
  linarith
```

For positive $p(x)$ and $q(x)$ we have $|p(x)-q(x)|<p(x)+q(x)$. Summing gives $2T<2$.

Nonnegative probabilities would not suffice. On two configurations, $p=(1,0)$ and $q=(0,1)$ are normalised but have $T=1$, and the ratio $(1+T)/(1-T)$ loses its meaning. Real-valued energies exclude such zeros; infinitely hard walls would allow them.

```lean
lemma tv_nonneg (p q : ι → ℝ) : 0 ≤ tv p q :=
  mul_nonneg (by norm_num) (Finset.sum_nonneg (fun _ _ => abs_nonneg _))
```

A sum of absolute values is nonnegative, so $T\ge0$.

## One inequality for each configuration

```lean
lemma log_ratio_bound {a b A B : ℝ} (ha : 0 < a) (hb : 0 < b) (hA : 0 < A) (hB : 0 < B) :
    a + b - b * (A / B) - a * (B / A) ≤ (a - b) * (Real.log (a / b) - Real.log (A / B)) ∧
    (a + b - b * (A / B) - a * (B / A) = (a - b) * (Real.log (a / b) - Real.log (A / B)) ↔
      a * B = b * A) := by
  obtain ⟨r, hr⟩ : ∃ r, r = (b * A) / (a * B) := ⟨_, rfl⟩
  have hr0 : 0 < r := by rw [hr]; positivity
  have hl : Real.log r = Real.log (A / B) - Real.log (a / b) := by
    rw [hr, Real.log_div (mul_pos hb hA).ne' (mul_pos ha hB).ne', Real.log_mul hb.ne' hA.ne',
      Real.log_mul ha.ne' hB.ne', Real.log_div hA.ne' hB.ne', Real.log_div ha.ne' hb.ne']
    ring
  have e1 : a * r = b * (A / B) := by rw [hr]; field_simp
  have e2 : b * r⁻¹ = a * (B / A) := by rw [hr]; field_simp
  -- the excess is a sum of two gaps in `ln r ≤ r - 1`
  have key : (a - b) * (Real.log (a / b) - Real.log (A / B)) -
      (a + b - b * (A / B) - a * (B / A)) =
      a * (r - 1 - Real.log r) + b * (r⁻¹ - 1 - Real.log r⁻¹) := by
    rw [Real.log_inv]
    linear_combination (a - b) * hl - e1 - e2
  have g2 : 0 ≤ b * (r⁻¹ - 1 - Real.log r⁻¹) :=
    mul_nonneg hb.le (sub_nonneg.2 (Real.log_le_sub_one_of_pos (inv_pos.2 hr0)))
  have g1 : 0 ≤ a * (r - 1 - Real.log r) :=
    mul_nonneg ha.le (sub_nonneg.2 (Real.log_le_sub_one_of_pos hr0))
  refine ⟨by linarith, fun e => ?_, fun e => ?_⟩
  · by_contra hne
    have hr1 : r ≠ 1 := by
      intro h1
      rw [hr, div_eq_one_iff_eq (mul_pos ha hB).ne'] at h1
      exact hne h1.symm
    have := mul_pos ha (sub_pos.2 (Real.log_lt_sub_one_of_pos hr0 hr1))
    linarith
  · have hr1 : r = 1 := by rw [hr, e]; exact div_self (mul_pos hb hA).ne'
    rw [hr1] at key
    simp only [inv_one, Real.log_one, sub_self, mul_zero, add_zero] at key
    linarith
```

For positive $a,b,A,B$, put $r=bA/(aB)$. The inequality $\ln r\le r-1$, used for both $r$ and $1/r$, gives

$$a(r-1-\ln r)+b\left(\frac1r-1-\ln\frac1r\right)\ge0.$$

Since $ar=bA/B$, $b/r=aB/A$ and $\ln r=\ln(A/B)-\ln(a/b)$, this becomes

$$(a-b)\left(\ln\frac ab-\ln\frac AB\right)\ \ge\ a+b-b\frac AB-a\frac BA.$$

The algebra is `key`, and the two nonnegative terms are `g1` and `g2`. The logarithmic inequality is strict unless $r=1$, so equality holds exactly when $aB=bA$. The symbol `∧` joins the two claims, and `↔` means "if and only if".

```lean
lemma pointwise_bound {p q T : ℝ} (hp : 0 < p) (hq : 0 < q) (h0 : 0 ≤ T) (h1 : T < 1) :
    p + q - (p + q - |p - q|) / 2 * ((1 + T) / (1 - T))
        - (p + q + |p - q|) / 2 * ((1 - T) / (1 + T)) ≤
      (p - q) * Real.log (p / q) - |p - q| * Real.log ((1 + T) / (1 - T)) ∧
    (p + q - (p + q - |p - q|) / 2 * ((1 + T) / (1 - T))
        - (p + q + |p - q|) / 2 * ((1 - T) / (1 + T)) =
      (p - q) * Real.log (p / q) - |p - q| * Real.log ((1 + T) / (1 - T)) ↔
      |p - q| = T * (p + q)) := by
  have hA : 0 < 1 + T := by linarith
  have hB : 0 < 1 - T := by linarith
  rcases le_total q p with h | h
  · have k := log_ratio_bound hp hq hA hB
    rw [abs_of_nonneg (sub_nonneg.2 h)]
    exact ⟨by linarith [k.1],
      fun e => by linear_combination k.2.1 (by linear_combination e),
      fun e => by linear_combination k.2.2 (by linear_combination e)⟩
  · have k := log_ratio_bound hq hp hA hB
    have hl : Real.log (p / q) = -Real.log (q / p) := by rw [← Real.log_inv, inv_div]
    rw [abs_of_nonpos (sub_nonpos.2 h), hl]
    exact ⟨by linarith [k.1],
      fun e => by linear_combination k.2.1 (by linear_combination e),
      fun e => by linear_combination k.2.2 (by linear_combination e)⟩
```

Now $p$ and $q$ are the two probabilities of one configuration. Let $a$ be the larger and $b$ the smaller, and take $A=1+T$, $B=1-T$ and $\lambda=A/B$. Then

$$a=\frac{p+q+|p-q|}2,\qquad b=\frac{p+q-|p-q|}2.$$

Exchanging $p$ and $q$ changes the sign of both $p-q$ and $\ln(p/q)$, so their product is $(a-b)\ln(a/b)$ in either order. The previous lemma gives

$$(p-q)\ln\frac pq-|p-q|\ln\lambda\ \ge\ p+q-b\lambda-\frac a\lambda.$$

Equality means $a(1-T)=b(1+T)$, or $|p-q|=T(p+q)$. The tactic `rcases` treats the cases $q\le p$ and $p\le q$ separately.

## Summing over configurations

```lean
/-- For strictly positive normalised laws at total variation distance `T`, the symmetrised
relative entropy is at least `2T ln((1+T)/(1-T))`, with equality exactly when
`|p - q| = T (p + q)` in every configuration. -/
theorem divergence_bound [Nonempty ι] {p q : ι → ℝ} (hp : ∀ x, 0 < p x) (hq : ∀ x, 0 < q x)
    (hp1 : ∑ x, p x = 1) (hq1 : ∑ x, q x = 1) :
    2 * tv p q * Real.log ((1 + tv p q) / (1 - tv p q)) ≤
      ∑ x, (p x - q x) * Real.log (p x / q x) ∧
    (∑ x, (p x - q x) * Real.log (p x / q x) =
      2 * tv p q * Real.log ((1 + tv p q) / (1 - tv p q)) ↔
      ∀ x, |p x - q x| = tv p q * (p x + q x)) := by
  have hd : ∑ x, |p x - q x| = 2 * tv p q := by unfold tv; ring
  have h0 := tv_nonneg p q
  have h1 := tv_lt_one hp hq hp1 hq1
  generalize tv p q = T at *
  have loc := fun x => pointwise_bound (hp x) (hq x) h0 h1
  let F : ι → ℝ := fun x => p x + q x - (p x + q x - |p x - q x|) / 2 * ((1 + T) / (1 - T))
    - (p x + q x + |p x - q x|) / 2 * ((1 - T) / (1 + T))
  let G : ι → ℝ := fun x => (p x - q x) * Real.log (p x / q x)
    - |p x - q x| * Real.log ((1 + T) / (1 - T))
  -- the remainders cancel in the sum
  have hF : ∑ x, F x = 0 := by
    have e1 : (1 - T) * ((1 + T) / (1 - T)) = 1 + T := mul_div_cancel₀ _ (by linarith)
    have e2 : (1 + T) * ((1 - T) / (1 + T)) = 1 - T := mul_div_cancel₀ _ (by linarith)
    simp only [F, Finset.sum_sub_distrib, Finset.sum_add_distrib, ← Finset.sum_mul,
      ← Finset.sum_div, hp1, hq1, hd]
    linear_combination -e1 - e2
  have hG : ∑ x, G x = ∑ x, (p x - q x) * Real.log (p x / q x)
      - 2 * T * Real.log ((1 + T) / (1 - T)) := by
    simp only [G]
    rw [Finset.sum_sub_distrib, ← Finset.sum_mul, hd]
  have hle : ∀ x ∈ Finset.univ, F x ≤ G x := fun x _ => (loc x).1
  have hs : ∑ x, F x ≤ ∑ x, G x := Finset.sum_le_sum hle
  have heq : ∑ x, F x = ∑ x, G x ↔ ∀ x ∈ Finset.univ, F x = G x :=
    Finset.sum_eq_sum_iff_of_le hle
  rw [hF, hG] at hs heq
  refine ⟨by linarith, fun h x => ?_, fun h => ?_⟩
  · exact (loc x).2.1 (heq.1 (by linarith) x (Finset.mem_univ x))
  · linarith [heq.2 (fun x _ => (loc x).2.2 (h x))]
```

Write $a(x)$ and $b(x)$ for the larger and smaller probability at $x$. Their sums are $1+T$ and $1-T$, so the right-hand sides above add up to

$$2-(1-T)\lambda-\frac{1+T}{\lambda}=2-(1+T)-(1-T)=0.$$

Since $\sum_x|p(x)-q(x)|=2T$, what remains is

$$\sum_x(p-q)\ln\frac pq\ \ge\ 2T\ln\frac{1+T}{1-T}.$$

In the code, `F` is the right side of the pointwise inequality and `G` the left. If `F x ≤ G x` everywhere, their sums agree only when every pair of terms agrees. This carries the pointwise equality condition over to the sum.

```lean
/-- On a finite nonempty set the Boltzmann laws of `U0` and `U1` have total variation distance
`T < 1`, and `β(⟨ΔU⟩₀ - ⟨ΔU⟩₁) ≥ 2T ln((1+T)/(1-T))`. -/
theorem hysteresis_bound [Nonempty ι] (β : ℝ) (U0 U1 : ι → ℝ) :
    let T := tv (boltzmann β U0) (boltzmann β U1)
    T < 1 ∧ 2 * T * Real.log ((1 + T) / (1 - T)) ≤ β * hysteresis β U0 U1 := by
  intro T
  rw [hysteresis_eq_divergence]
  exact ⟨tv_lt_one (boltzmann_pos β U0) (boltzmann_pos β U1) (boltzmann_sum β U0)
      (boltzmann_sum β U1),
    (divergence_bound (boltzmann_pos β U0) (boltzmann_pos β U1) (boltzmann_sum β U0)
      (boltzmann_sum β U1)).1⟩
```

The line `let T := ...` names the distance between the two Boltzmann laws. The proof replaces $\beta$ times the hysteresis by the relative-entropy sum, then applies the bound just obtained, with positivity and normalisation supplied by the earlier lemmas.

```lean
/-- On a finite nonempty set the hysteresis bound is an equality exactly when
`|p0 - p1| = T (p0 + p1)` in every configuration, where `p0` and `p1` are the Boltzmann laws of `U0`
and `U1` and `T` is their total variation distance. -/
theorem hysteresis_eq_iff [Nonempty ι] (β : ℝ) (U0 U1 : ι → ℝ) :
    let T := tv (boltzmann β U0) (boltzmann β U1)
    β * hysteresis β U0 U1 = 2 * T * Real.log ((1 + T) / (1 - T)) ↔
      ∀ x, |boltzmann β U0 x - boltzmann β U1 x| =
        T * (boltzmann β U0 x + boltzmann β U1 x) := by
  intro T
  rw [hysteresis_eq_divergence]
  exact (divergence_bound (boltzmann_pos β U0) (boltzmann_pos β U1) (boltzmann_sum β U0)
    (boltzmann_sum β U1)).2
```

Equality holds exactly when $|p_0(x)-p_1(x)|=T\,(p_0(x)+p_1(x))$ for every $x$. Where $T>0$, the larger probability is then the same multiple $\lambda$ of the smaller in every configuration.

## Two states with interchanged probabilities

```lean
/-- For two states whose Boltzmann probabilities are interchanged between the two ensembles,
the hysteresis bound is an equality. -/
theorem two_state_equality (β : ℝ) (U0 U1 : Fin 2 → ℝ)
    (h : boltzmann β U1 0 = boltzmann β U0 1) :
    let T := tv (boltzmann β U0) (boltzmann β U1)
    β * hysteresis β U0 U1 = 2 * T * Real.log ((1 + T) / (1 - T)) := by
  have a0 := boltzmann_sum β U0
  have a1 := boltzmann_sum β U1
  rw [Fin.sum_univ_two] at a0 a1
  have h' : boltzmann β U1 1 = boltzmann β U0 0 := by linarith
  have hc := abs_sub_comm (boltzmann β U0 1) (boltzmann β U0 0)
  have ht : tv (boltzmann β U0) (boltzmann β U1) = |boltzmann β U0 0 - boltzmann β U0 1| := by
    unfold tv
    rw [Fin.sum_univ_two, h, h', hc]
    ring
  refine (hysteresis_eq_iff β U0 U1).2 (Fin.forall_fin_two.2 ⟨?_, ?_⟩)
  · rw [ht, h, a0, mul_one]
  · rw [ht, h', hc, add_comm (boltzmann β U0 1), a0, mul_one]
```

`Fin 2` has the two elements $0$ and $1$. The hypothesis is $p_1(0)=p_0(1)$; normalisation gives $p_1(1)=p_0(0)$. Hence $T=|p_0(0)-p_0(1)|$, while $p_0(x)+p_1(x)=1$ in both states. The equality condition becomes $|p_0(x)-p_1(x)|=T$, which is true for each $x$.

For example, take $U_0=(0,\varepsilon)$ and $U_1=(\varepsilon,0)$ with $\beta\varepsilon\ge0$. Then $T=\tanh(\beta\varepsilon/2)$, and both sides of the bound equal $2\beta\varepsilon\,T$.

## A quadratic bound

```lean
/-- On a finite nonempty set the hysteresis limits how far apart the two ensembles can be:
`4T² ≤ β(⟨ΔU⟩₀ - ⟨ΔU⟩₁)`, where `T` is the total variation distance of their Boltzmann laws. -/
theorem four_tv_sq_le [Nonempty ι] (β : ℝ) (U0 U1 : ι → ℝ) :
    4 * tv (boltzmann β U0) (boltzmann β U1) ^ 2 ≤ β * hysteresis β U0 U1 := by
  obtain ⟨h1, hb⟩ := hysteresis_bound β U0 U1
  have h0 := tv_nonneg (boltzmann β U0) (boltzmann β U1)
  generalize tv (boltzmann β U0) (boltzmann β U1) = T at *
  have hB : 0 < 1 - T := by linarith
  -- `ln((1+T)/(1-T)) ≥ 2T`
  have hl := Real.le_log_one_add_of_nonneg (x := 2 * T / (1 - T)) (by positivity)
  have e1 : 1 + 2 * T / (1 - T) = (1 + T) / (1 - T) := by
    rw [eq_div_iff hB.ne', add_mul, div_mul_cancel₀ _ hB.ne']
    ring
  have e2 : 2 * (2 * T / (1 - T)) / (2 * T / (1 - T) + 2) = 2 * T := by
    have hx : 0 < 2 * T / (1 - T) + 2 := by positivity
    rw [div_eq_iff hx.ne']
    have e3 : 2 * T / (1 - T) * (1 - T) = 2 * T := div_mul_cancel₀ _ hB.ne'
    linear_combination 2 * e3
  rw [e1, e2] at hl
  have := mul_le_mul_of_nonneg_left hl (mul_nonneg zero_le_two h0)
  linarith

end

end HysteresisOverlap
```

For $x\ge0$, Mathlib provides $\ln(1+x)\ge 2x/(x+2)$. With $x=2T/(1-T)$, we get $1+x=(1+T)/(1-T)$ and $2x/(x+2)=2T$; these are `e1` and `e2`. Thus $\ln((1+T)/(1-T))\ge2T$. Multiplication by $2T\ge0$ and the main bound give

$$4T^2\le\beta\left(\langle\Delta U\rangle_0-\langle\Delta U\rangle_1\right).$$

This form is easily solved for $T$, but it is weaker: a hysteresis of $2k_BT_{\rm abs}$ now gives only $T\le0.71$. Both bounds limit $T$ from above; neither shows that a large hysteresis means poor overlap.

```lean
#print axioms HysteresisOverlap.two_state_equality
#print axioms HysteresisOverlap.four_tv_sq_le
```

```
'HysteresisOverlap.two_state_equality' depends on axioms: [propext, Classical.choice, Quot.sound]
'HysteresisOverlap.four_tv_sq_le' depends on axioms: [propext, Classical.choice, Quot.sound]
```
